# For a massive free Dirac particle, (p̸ + m)(1 + γ5 s̸)/(4m) is an idempotent of rank one

Inserted in a scattering trace for an external electron, the matrix (p̸ + m)/(2m), an idempotent of rank two, sums over both spin states. A single spin state calls for a matrix of rank one. For momentum p and polarization s with p·p = m², s·s = −1, p·s = 0 and m ≠ 0, the matrix

P = (p̸ + m)(1 + γ5 s̸)/(4m)

is an idempotent of rank one, and its range consists of the spinors that solve the Dirac equation for momentum p and the polarization equation for s. For m > 0 and p⁰ > 0 it is the matrix inserted in a scattering trace for a free external particle of that momentum and polarization, if the spinor u is normalised to ūu = 1, with ū its Dirac adjoint. With the normalisation ūu = 2m, the matrix inserted is 2mP.

## Four-vectors, gamma matrices and the projector

Spinors have four complex components, and matrices of type `Mat` act on them.

```lean
import Mathlib

open Matrix

namespace DiracSpinProjector

noncomputable section

/-- Complex 4 by 4 matrices acting on Dirac spinors. -/
abbrev Mat := Matrix (Fin 4) (Fin 4) ℂ
```

Write g_μ for the diagonal metric entries (1, −1, −1, −1). Four-vectors are real, with contravariant components, and

a·b = Σ_μ g_μ a^μ b^μ.

```lean
/-- The diagonal entries (1, -1, -1, -1) of the Minkowski metric. -/
def metric : Fin 4 → ℝ := ![1, -1, -1, -1]

/-- The Minkowski product of two real four-vectors. -/
def mdot (a b : Fin 4 → ℝ) : ℝ := ∑ μ, metric μ * a μ * b μ
```

The gamma matrices may be any four matrices that satisfy

γ^μ γ^ν + γ^ν γ^μ = 2 g_μ δ_μν.

This is the hypothesis `IsClifford`; it fixes no representation and requires no Hermiticity.

```lean
/-- The Clifford relations for four gamma matrices. -/
def IsClifford (γ : Fin 4 → Mat) : Prop :=
  ∀ μ ν, γ μ * γ ν + γ ν * γ μ = if μ = ν then (2 * (metric μ : ℂ)) • (1 : Mat) else 0
```

The slash lowers the index, a̸ = Σ_μ g_μ a^μ γ^μ.

```lean
/-- The Feynman slash: a four-vector contracted with the gamma matrices. -/
def slash (γ : Fin 4 → Mat) (a : Fin 4 → ℝ) : Mat :=
  ∑ μ, ((metric μ : ℂ) * (a μ : ℂ)) • γ μ
```

The sign convention for chirality is γ5 = i γ⁰γ¹γ²γ³.

```lean
/-- The chirality matrix, i times the product of the four gamma matrices. -/
def gamma5 (γ : Fin 4 → Mat) : Mat := Complex.I • (γ 0 * γ 1 * γ 2 * γ 3)
```

`polProjector` is P itself. The mass is a real parameter, and the sign of p⁰ is left free.

```lean
/-- The matrix (slash p + m)(1 + gamma5 slash s)/(4m) for momentum p and polarization s. -/
def polProjector (γ : Fin 4 → Mat) (m : ℝ) (p s : Fin 4 → ℝ) : Mat :=
  (4 * (m : ℂ))⁻¹ • ((slash γ p + (m : ℂ) • (1 : Mat)) * (1 + gamma5 γ * slash γ s))
```

## Moving matrices past one another

Setting μ = ν in the Clifford relation gives twice a square, so halving is needed: if A + A = 2c, then A = c.

```lean
/-- A matrix whose double is the scalar 2c is the scalar c. -/
theorem eq_smul_one_of_double {A : Mat} {c : ℂ} (h : A + A = (2 * c) • (1 : Mat)) :
    A = c • (1 : Mat) := by
  calc A = (1 / 2 : ℂ) • (A + A) := by module
    _ = c • (1 : Mat) := by
      rw [h, smul_smul]
      congr 1
      ring
```

Let Γ = γ⁰γ¹γ²γ³. A given γ^μ anticommutes with three factors of Γ and commutes with the fourth, so Γγ^μ = −γ^μΓ. Squaring longer and longer products gives

(γ²γ³)² = −1, (γ¹γ²γ³)² = 1, Γ² = −1,

where the superscripts inside the brackets are indices. Hence γ5² = i²Γ² = 1. In Lean, each `linear_combination` lists the exchanges and squares used, multiplied by any matrices standing to their left and right.

```lean
/-- The chirality matrix squares to one and anticommutes with each gamma matrix. -/
theorem gamma5_algebra {γ : Fin 4 → Mat} (hγ : IsClifford γ) :
    gamma5 γ * gamma5 γ = 1 ∧ ∀ μ, gamma5 γ * γ μ = -(γ μ * gamma5 γ) := by
  have h : ∀ μ ν, μ ≠ ν → γ μ * γ ν + γ ν * γ μ = 0 := fun μ ν hn => by
    rw [hγ μ ν, if_neg hn]
  have sq : ∀ μ, γ μ * γ μ = (metric μ : ℂ) • (1 : Mat) := fun μ =>
    eq_smul_one_of_double (by rw [hγ μ μ, if_pos rfl])
  have h0 : γ 0 * γ 0 = 1 := by rw [sq]; simp [metric]
  have h1 : γ 1 * γ 1 = -1 := by rw [sq]; simp [metric]
  have h2 : γ 2 * γ 2 = -1 := by rw [sq]; simp [metric]
  have h3 : γ 3 * γ 3 = -1 := by rw [sq]; simp [metric]
  have h10 := h 1 0 (by decide)
  have h20 := h 2 0 (by decide)
  have h30 := h 3 0 (by decide)
  have h21 := h 2 1 (by decide)
  have h31 := h 3 1 (by decide)
  have h32 := h 3 2 (by decide)
  constructor
  · -- square the products of two, three and four gammas in turn
    have x1 : γ 2 * γ 3 * (γ 2 * γ 3) = -1 := by
      linear_combination (norm := noncomm_ring) γ 2 * h32 * γ 3 - h2 * (γ 3 * γ 3) + h3
    have x2 : γ 1 * γ 2 * γ 3 * (γ 1 * γ 2 * γ 3) = 1 := by
      linear_combination (norm := noncomm_ring) γ 1 * γ 2 * h31 * (γ 2 * γ 3)
        - γ 1 * h21 * (γ 3 * γ 2 * γ 3) + h1 * (γ 2 * γ 3 * (γ 2 * γ 3)) - x1
    have x3 : γ 0 * γ 1 * γ 2 * γ 3 * (γ 0 * γ 1 * γ 2 * γ 3) = -1 := by
      linear_combination (norm := noncomm_ring) γ 0 * γ 1 * γ 2 * h30 * (γ 1 * γ 2 * γ 3)
        - γ 0 * γ 1 * h20 * (γ 3 * γ 1 * γ 2 * γ 3)
        + γ 0 * h10 * (γ 2 * γ 3 * γ 1 * γ 2 * γ 3)
        - h0 * (γ 1 * γ 2 * γ 3 * (γ 1 * γ 2 * γ 3)) - x2
    rw [gamma5, smul_mul_smul_comm, x3, Complex.I_mul_I]
    simp
  · have key : ∀ μ, γ 0 * γ 1 * γ 2 * γ 3 * γ μ = -(γ μ * (γ 0 * γ 1 * γ 2 * γ 3)) := by
      intro μ
      fin_cases μ
      · change γ 0 * γ 1 * γ 2 * γ 3 * γ 0 = -(γ 0 * (γ 0 * γ 1 * γ 2 * γ 3))
        linear_combination (norm := noncomm_ring) γ 0 * γ 1 * γ 2 * h30
          - γ 0 * γ 1 * h20 * γ 3 + γ 0 * h10 * (γ 2 * γ 3)
      · change γ 0 * γ 1 * γ 2 * γ 3 * γ 1 = -(γ 1 * (γ 0 * γ 1 * γ 2 * γ 3))
        linear_combination (norm := noncomm_ring) γ 0 * γ 1 * γ 2 * h31
          - γ 0 * γ 1 * h21 * γ 3 + h10 * (γ 1 * γ 2 * γ 3)
      · change γ 0 * γ 1 * γ 2 * γ 3 * γ 2 = -(γ 2 * (γ 0 * γ 1 * γ 2 * γ 3))
        linear_combination (norm := noncomm_ring) γ 0 * γ 1 * γ 2 * h32
          - γ 0 * h21 * (γ 2 * γ 3) + h20 * (γ 1 * γ 2 * γ 3)
      · change γ 0 * γ 1 * γ 2 * γ 3 * γ 3 = -(γ 3 * (γ 0 * γ 1 * γ 2 * γ 3))
        linear_combination (norm := noncomm_ring) γ 0 * γ 1 * h32 * γ 3
          - γ 0 * h31 * (γ 2 * γ 3) + h30 * (γ 1 * γ 2 * γ 3)
    intro μ
    rw [gamma5, smul_mul_assoc, key, mul_smul_comm, smul_neg]
```

For slashed vectors, g_μ² = 1 gives

a̸b̸ + b̸a̸ = Σ_μν g_μ a^μ g_ν b^ν (γ^μγ^ν + γ^νγ^μ) = 2 a·b.

```lean
/-- The anticommutator of two slashed vectors is twice their Minkowski product. -/
theorem slash_anticomm {γ : Fin 4 → Mat} (hγ : IsClifford γ) (a b : Fin 4 → ℝ) :
    slash γ a * slash γ b + slash γ b * slash γ a = (2 * (mdot a b : ℂ)) • (1 : Mat) := by
  have h1 : slash γ a * slash γ b = ∑ μ, ∑ ν,
      (((metric μ : ℂ) * (a μ : ℂ)) * ((metric ν : ℂ) * (b ν : ℂ))) • (γ μ * γ ν) := by
    simp only [slash, Finset.sum_mul_sum, smul_mul_smul_comm]
  have h2 : slash γ b * slash γ a = ∑ μ, ∑ ν,
      (((metric μ : ℂ) * (a μ : ℂ)) * ((metric ν : ℂ) * (b ν : ℂ))) • (γ ν * γ μ) := by
    simp only [slash, Finset.sum_mul_sum, smul_mul_smul_comm]
    rw [Finset.sum_comm]
    refine Finset.sum_congr rfl fun μ _ => Finset.sum_congr rfl fun ν _ => ?_
    congr 1
    ring
  rw [h1, h2]
  simp only [← Finset.sum_add_distrib, ← smul_add, hγ _ _]
  simp only [smul_ite, smul_zero, Finset.sum_ite_eq, Finset.mem_univ, if_true, smul_smul]
  rw [← Finset.sum_smul]
  congr 1
  simp [mdot, metric, Fin.sum_univ_four]
  ring
```

By linearity, γ5 a̸ = −a̸ γ5.

```lean
/-- The chirality matrix anticommutes with every slashed vector. -/
theorem gamma5_slash {γ : Fin 4 → Mat} (hγ : IsClifford γ) (a : Fin 4 → ℝ) :
    gamma5 γ * slash γ a = -(slash γ a * gamma5 γ) := by
  simp only [slash, Finset.mul_sum, Finset.sum_mul, mul_smul_comm, smul_mul_assoc,
    (gamma5_algebra hγ).2, smul_neg, Finset.sum_neg_distrib]
```

## Rank from the trace

Suppose g² = c ≠ 0 and gX = −Xg. Then gXg = −cX, while cyclicity gives tr(gXg) = tr(g²X) = c tr X. So tr X = 0; this is `key` in the proof.

Taking g = γ5 removes tr p̸ and tr(γ5 s̸). For tr(p̸ γ5 s̸), expand into terms γ^μ γ5 γ^ν and take g = γ^ρ with ρ different from μ and ν: it passes three factors, with a minus sign each time. What remains is

tr P = m tr 1/(4m) = 1.

```lean
/-- For nonzero mass the matrix (slash p + m)(1 + gamma5 slash s)/(4m) has trace one. -/
theorem trace_polProjector {γ : Fin 4 → Mat} (hγ : IsClifford γ) {m : ℝ} (hm : m ≠ 0)
    (p s : Fin 4 → ℝ) : (polProjector γ m p s).trace = 1 := by
  obtain ⟨h5, h5a⟩ := gamma5_algebra hγ
  -- a matrix that anticommutes with an invertible square root of a scalar is traceless
  have key : ∀ (g X : Mat) (c : ℂ), c ≠ 0 → g * g = c • (1 : Mat) → g * X = -(X * g) →
      X.trace = 0 := by
    intro g X c hc hg h
    have h1 := Matrix.trace_mul_comm (g * X) g
    have e1 : g * X * g = -(c • X) := by
      rw [h, neg_mul, mul_assoc, hg, mul_smul_comm, mul_one]
    have e2 : g * (g * X) = c • X := by rw [← mul_assoc, hg, smul_mul_assoc, one_mul]
    rw [e1, e2, Matrix.trace_neg, Matrix.trace_smul, smul_eq_mul] at h1
    have h2 : c * X.trace = 0 := by linear_combination (-1 / 2) * h1
    exact (mul_eq_zero.mp h2).resolve_left hc
  have h5' : gamma5 γ * gamma5 γ = (1 : ℂ) • (1 : Mat) := by rw [h5, one_smul]
  have t1 : (slash γ p).trace = 0 := key _ _ 1 one_ne_zero h5' (gamma5_slash hγ p)
  have t2 : (gamma5 γ * slash γ s).trace = 0 := by
    refine key _ _ 1 one_ne_zero h5' ?_
    linear_combination (norm := noncomm_ring) gamma5 γ * gamma5_slash hγ s
  have t : ∀ μ ν, (γ μ * (gamma5 γ * γ ν)).trace = 0 := by
    intro μ ν
    -- a third gamma matrix anticommutes with the whole product
    obtain ⟨ρ, h1, h2⟩ := (by decide : ∀ μ ν : Fin 4, ∃ ρ, ρ ≠ μ ∧ ρ ≠ ν) μ ν
    have a1 := hγ ρ μ
    have a2 := hγ ρ ν
    rw [if_neg h1] at a1
    rw [if_neg h2] at a2
    refine key (γ ρ) _ (metric ρ : ℂ) ?_
      (eq_smul_one_of_double (by rw [hγ ρ ρ, if_pos rfl])) ?_
    · fin_cases ρ <;> simp [metric]
    · linear_combination (norm := noncomm_ring) a1 * (gamma5 γ * γ ν)
        - γ μ * h5a ρ * γ ν + γ μ * gamma5 γ * a2
  have t3 : (slash γ p * (gamma5 γ * slash γ s)).trace = 0 := by
    simp only [slash, Finset.sum_mul, Finset.mul_sum, Matrix.trace_sum, smul_mul_assoc,
      mul_smul_comm, Matrix.trace_smul, t, smul_zero, Finset.sum_const_zero]
  have hm' : (4 * (m : ℂ)) ≠ 0 := mul_ne_zero (by norm_num) (Complex.ofReal_ne_zero.mpr hm)
  rw [polProjector, Matrix.trace_smul, smul_eq_mul, inv_mul_eq_one₀ hm']
  simp only [add_mul, mul_add, mul_one, one_mul, smul_mul_assoc, Matrix.trace_add,
    Matrix.trace_smul, t1, t2, t3, Matrix.trace_one, Fintype.card_fin, smul_eq_mul]
  push_cast
  ring
```

An idempotent is the identity on its range and zero on its kernel, so its trace counts the dimension of its range.

```lean
/-- The rank of an idempotent matrix equals its trace. -/
theorem rank_eq_trace {A : Mat} (h : A * A = A) : (A.rank : ℂ) = A.trace := by
  have hp : LinearMap.IsProj (LinearMap.range A.mulVecLin) A.mulVecLin :=
    ⟨fun x => ⟨x, rfl⟩, by
      rintro _ ⟨y, rfl⟩
      simp only [Matrix.mulVecLin_apply, Matrix.mulVec_mulVec, h]⟩
  have ht := hp.trace
  rw [LinearMap.trace_eq_matrix_trace ℂ (Pi.basisFun ℂ (Fin 4)),
    LinearMap.toMatrix_eq_toMatrix', ← Matrix.toLin'_apply', LinearMap.toMatrix'_toLin'] at ht
  exact ht.symm
```

## The Dirac and polarization equations

Put G = γ5 s̸. The conditions on p and s give

p̸² = m², s̸² = −1, p̸s̸ = −s̸p̸,

G² = γ5 s̸ γ5 s̸ = −γ5² s̸² = 1,

p̸G = −γ5 p̸s̸ = γ5 s̸p̸ = Gp̸.

Therefore p̸(p̸ + m) = m(p̸ + m) and G(1 + G) = 1 + G. Since G commutes with p̸ + m,

p̸P = mP, GP = P.

```lean
/-- For p.p = m^2, s.s = -1 and p.s = 0, the matrix P = polProjector γ m p s obeys the Dirac
equation slash p P = m P and the polarization equation gamma5 slash s P = P. -/
theorem dirac_and_polarization {γ : Fin 4 → Mat} (hγ : IsClifford γ) {m : ℝ}
    {p s : Fin 4 → ℝ} (hp : mdot p p = m ^ 2) (hs : mdot s s = -1) (hps : mdot p s = 0) :
    slash γ p * polProjector γ m p s = (m : ℂ) • polProjector γ m p s ∧
      gamma5 γ * slash γ s * polProjector γ m p s = polProjector γ m p s := by
  have hA := eq_smul_one_of_double (slash_anticomm hγ p p)
  rw [hp, Complex.ofReal_pow] at hA
  have hS := eq_smul_one_of_double (slash_anticomm hγ s s)
  rw [hs, Complex.ofReal_neg, Complex.ofReal_one, neg_smul, one_smul] at hS
  have hAS := slash_anticomm hγ p s
  rw [hps, Complex.ofReal_zero, mul_zero, zero_smul] at hAS
  -- gamma5 slash s squares to one and commutes with slash p
  have hG : gamma5 γ * slash γ s * (gamma5 γ * slash γ s) = 1 := by
    linear_combination (norm := noncomm_ring) gamma5 γ * gamma5_slash hγ s * slash γ s
      - (gamma5_algebra hγ).1 * (slash γ s * slash γ s) - hS
  have hAG : slash γ p * (gamma5 γ * slash γ s) = gamma5 γ * slash γ s * slash γ p := by
    linear_combination (norm := noncomm_ring) gamma5_slash hγ p * slash γ s - gamma5 γ * hAS
  constructor
  · have e : slash γ p * (slash γ p + (m : ℂ) • (1 : Mat))
        = (m : ℂ) • (slash γ p + (m : ℂ) • (1 : Mat)) := by
      rw [mul_add, hA, mul_smul_comm, mul_one]
      module
    rw [polProjector, mul_smul_comm, ← mul_assoc, e, smul_mul_assoc]
    exact smul_comm _ _ _
  · generalize hg : gamma5 γ * slash γ s = G at hG hAG ⊢
    have e1 : G * (slash γ p + (m : ℂ) • (1 : Mat))
        = (slash γ p + (m : ℂ) • (1 : Mat)) * G := by
      rw [mul_add, add_mul, hAG, mul_smul_comm, smul_mul_assoc, mul_one, one_mul]
    have e2 : G * (1 + G) = 1 + G := by
      rw [mul_add, mul_one, hG, add_comm]
    rw [polProjector, hg, mul_smul_comm, ← mul_assoc, e1, mul_assoc, e2]
```

Acting on P, the two factors become numbers:

P² = (p̸ + m)(1 + G)P/(4m) = (2m)(2)P/(4m) = P.

The rank then equals the trace, which is one. P need not be Hermitian, so the projection may be oblique.

```lean
/-- For p.p = m^2 with m nonzero, s.s = -1 and p.s = 0, the matrix
(slash p + m)(1 + gamma5 slash s)/(4m) is an idempotent of rank one. -/
theorem polProjector_idempotent_rank_one {γ : Fin 4 → Mat} (hγ : IsClifford γ) {m : ℝ}
    (hm : m ≠ 0) {p s : Fin 4 → ℝ} (hp : mdot p p = m ^ 2) (hs : mdot s s = -1)
    (hps : mdot p s = 0) :
    polProjector γ m p s * polProjector γ m p s = polProjector γ m p s ∧
      (polProjector γ m p s).rank = 1 := by
  obtain ⟨h1, h2⟩ := dirac_and_polarization hγ hp hs hps
  have hm' : (4 * (m : ℂ)) ≠ 0 := mul_ne_zero (by norm_num) (Complex.ofReal_ne_zero.mpr hm)
  have hid : polProjector γ m p s * polProjector γ m p s = polProjector γ m p s := by
    -- on the range of P the two factors act as the numbers 2m and 2
    have e : (slash γ p + (m : ℂ) • (1 : Mat)) * (1 + gamma5 γ * slash γ s)
        * polProjector γ m p s = (4 * (m : ℂ)) • polProjector γ m p s := by
      rw [mul_assoc, add_mul 1, one_mul, h2, mul_add, add_mul, smul_mul_assoc, one_mul, h1]
      module
    calc polProjector γ m p s * polProjector γ m p s
        = (4 * (m : ℂ))⁻¹ • ((slash γ p + (m : ℂ) • (1 : Mat)) * (1 + gamma5 γ * slash γ s)
          * polProjector γ m p s) := smul_mul_assoc _ _ _
      _ = polProjector γ m p s := by rw [e, smul_smul, inv_mul_cancel₀ hm', one_smul]
  refine ⟨hid, ?_⟩
  have hr := rank_eq_trace hid
  rw [trace_polProjector hγ hm] at hr
  exact_mod_cast hr
```

If Pψ = ψ, then p̸ψ = p̸Pψ = mψ and Gψ = GPψ = ψ. Conversely, these two equations give (p̸ + m)(1 + G)ψ = 4mψ, hence Pψ = ψ. The spinor is thus determined up to a complex factor; its normalisation and the form P = uū, which needs the Dirac adjoint, are not treated.

```lean
/-- For p.p = m^2 with m nonzero, s.s = -1 and p.s = 0, a spinor is fixed by the projector exactly
when it solves both the momentum-space Dirac equation and the polarization equation. -/
theorem polProjector_fixed_iff {γ : Fin 4 → Mat} (hγ : IsClifford γ) {m : ℝ}
    (hm : m ≠ 0) {p s : Fin 4 → ℝ} (hp : mdot p p = m ^ 2) (hs : mdot s s = -1)
    (hps : mdot p s = 0) (ψ : Fin 4 → ℂ) :
    polProjector γ m p s *ᵥ ψ = ψ ↔
      slash γ p *ᵥ ψ = (m : ℂ) • ψ ∧ (gamma5 γ * slash γ s) *ᵥ ψ = ψ := by
  obtain ⟨h1, h2⟩ := dirac_and_polarization hγ hp hs hps
  have hm' : (4 * (m : ℂ)) ≠ 0 := mul_ne_zero (by norm_num) (Complex.ofReal_ne_zero.mpr hm)
  constructor
  · intro h
    constructor
    · calc slash γ p *ᵥ ψ = (slash γ p * polProjector γ m p s) *ᵥ ψ := by
            rw [← Matrix.mulVec_mulVec, h]
        _ = (m : ℂ) • ψ := by rw [h1, Matrix.smul_mulVec, h]
    · calc (gamma5 γ * slash γ s) *ᵥ ψ
          = (gamma5 γ * slash γ s * polProjector γ m p s) *ᵥ ψ := by
            rw [← Matrix.mulVec_mulVec ψ (gamma5 γ * slash γ s), h]
        _ = ψ := by rw [h2, h]
  · rintro ⟨hd, hpol⟩
    rw [polProjector, Matrix.smul_mulVec, ← Matrix.mulVec_mulVec]
    simp only [Matrix.add_mulVec, Matrix.mulVec_add, Matrix.smul_mulVec, Matrix.one_mulVec,
      hd, hpol]
    have e : (m : ℂ) • ψ + (m : ℂ) • ψ + ((m : ℂ) • ψ + (m : ℂ) • ψ) = (4 * (m : ℂ)) • ψ := by
      module
    rw [e, smul_smul, inv_mul_cancel₀ hm', one_smul]
```

The same argument covers antiparticle spinors. Replacing m by −m turns P into

(m − p̸)(1 + γ5 s̸)/(4m),

whose fixed spinors satisfy p̸ψ = −mψ and γ5 s̸ψ = ψ.

## A moving particle of mass 4

The Dirac representation satisfies the Clifford relations. Its matrices are stored as integer matrices times phases, so their products can be checked by exact computation.

```lean
/-- The Dirac-representation gamma matrices with their phases removed, as integer matrices. -/
def gammaInt : Fin 4 → Matrix (Fin 4) (Fin 4) ℤ :=
  ![!![1, 0, 0, 0; 0, 1, 0, 0; 0, 0, -1, 0; 0, 0, 0, -1],
    !![0, 0, 0, 1; 0, 0, 1, 0; 0, -1, 0, 0; -1, 0, 0, 0],
    !![0, 0, 0, -1; 0, 0, 1, 0; 0, 1, 0, 0; -1, 0, 0, 0],
    !![0, 0, 1, 0; 0, 0, 0, -1; -1, 0, 0, 0; 0, 1, 0, 0]]

/-- The phases (1, 1, i, 1) of the Dirac-representation gamma matrices. -/
def phase : Fin 4 → ℂ := ![1, 1, Complex.I, 1]

/-- Integer matrices read as complex matrices. -/
def castMat : Matrix (Fin 4) (Fin 4) ℤ →+* Mat := (Int.castRingHom ℂ).mapMatrix
```

The vectors p = (5, 3, 0, 0) and s = (3/4, 5/4, 0, 0) describe longitudinal polarization at speed 3/5 of that of light:

p·p = 25 − 9 = 16, s·s = 9/16 − 25/16 = −1, p·s = 15/4 − 15/4 = 0.

```lean
/-- The gamma matrices in the Dirac representation. -/
def diracGamma (μ : Fin 4) : Mat := phase μ • castMat (gammaInt μ)
/-- The Dirac matrices obey the Clifford relations, and p = (5,3,0,0), s = (3/4,5/4,0,0)
satisfy the momentum and polarization conditions with mass 4. -/
theorem polProjector_witness :
    IsClifford diracGamma ∧ mdot ![5, 3, 0, 0] ![5, 3, 0, 0] = 4 ^ 2 ∧
      mdot ![3 / 4, 5 / 4, 0, 0] ![3 / 4, 5 / 4, 0, 0] = -1 ∧
      mdot ![5, 3, 0, 0] ![3 / 4, 5 / 4, 0, 0] = 0 := by
  refine ⟨?_, ?_, ?_, ?_⟩
  · -- the integer matrices are multiplied by direct computation
    have d0 : ∀ μ ν, μ ≠ ν → gammaInt μ * gammaInt ν + gammaInt ν * gammaInt μ = 0 := by
      decide +kernel
    have d1 : ∀ μ, gammaInt μ * gammaInt μ = if μ = 0 ∨ μ = 2 then 1 else -1 := by
      decide +kernel
    have hn : ∀ μ ν, μ ≠ ν → castMat (gammaInt μ) * castMat (gammaInt ν)
        + castMat (gammaInt ν) * castMat (gammaInt μ) = 0 := fun μ ν h => by
      simpa only [map_add, map_mul, map_zero] using congrArg castMat (d0 μ ν h)
    have hq : ∀ μ, castMat (gammaInt μ) * castMat (gammaInt μ)
        = if μ = 0 ∨ μ = 2 then 1 else -1 := by
      intro μ
      have h := congrArg castMat (d1 μ)
      rw [map_mul] at h
      rw [h]
      split_ifs <;> simp only [map_one, map_neg]
    intro μ ν
    simp only [diracGamma, smul_mul_smul_comm]
    by_cases h : μ = ν
    · subst h
      rw [if_pos rfl, hq, ← add_smul, ← two_mul]
      fin_cases μ <;> simp [phase, metric]
    · rw [if_neg h, mul_comm (phase ν) (phase μ), ← smul_add, hn μ ν h, smul_zero]
  all_goals simp [mdot, metric, Fin.sum_univ_four]
  all_goals norm_num

end

end DiracSpinProjector
```

```lean
#print axioms DiracSpinProjector.polProjector_idempotent_rank_one
#print axioms DiracSpinProjector.polProjector_fixed_iff
```

```
'DiracSpinProjector.polProjector_idempotent_rank_one' depends on axioms: [propext, Classical.choice, Quot.sound]
'DiracSpinProjector.polProjector_fixed_iff' depends on axioms: [propext, Classical.choice, Quot.sound]
```
